# Canonical anticommutation relations for the four spin orbitals of two sites

Two sites with one orbital each, and two spin directions, give four spin orbitals and a Fock space of 16 occupation states. The theorem `anticommutation` states that the annihilation operators, written as 16 × 16 integer matrices with a sign counting the filled lower orbitals, satisfy c_j c_k + c_k c_j = 0 and c_j c_k† + c_k† c_j = δ_jk for all j and k. The adjoint is the transpose here, since the entries are real, and no Hamiltonian enters. The attempt reduces each matrix identity to a comparison of entries and asks Lean's kernel to check all pairs of orbitals by computation.

As first written in Lean, the proof fails:

```lean
import Mathlib

open Matrix Polynomial

namespace HubbardDimerFock

noncomputable section

/-- Integer matrices on the Fock space; the bits of a basis label are the occupations
of the orbitals 0 = 1↑, 1 = 1↓, 2 = 2↑, 3 = 2↓. -/
abbrev Op := Matrix (Fin 16) (Fin 16) ℤ

/-- The annihilation operator of orbital `k`, with the sign counting filled lower orbitals. -/
def c (k : Fin 4) : Op := fun a b =>
  if a.val + 2 ^ k.val = b.val ∧ b.val.testBit k.val = true then
    (-1) ^ ((List.range k.val).countP fun l => b.val.testBit l) else 0

/-- Entrywise comparison of two integer matrices. -/
def same (A B : Op) : Bool :=
  (List.finRange 16).all fun i => (List.finRange 16).all fun j =>
    @decide (A i j = B i j) (Int.decEq (A i j) (B i j))

lemma eq_of_same {A B : Op} (h : same A B = true) : A = B := by
  ext i j
  have h1 := List.all_eq_true.mp h i (List.mem_finRange i)
  have h2 := List.all_eq_true.mp h1 j (List.mem_finRange j)
  exact @of_decide_eq_true _ (Int.decEq (A i j) (B i j)) h2

/-- The basis state with the occupation of orbital `k` reversed. -/
def toggle (k : Fin 4) (b : Fin 16) : Fin 16 :=
  ⟨(b.val ^^^ 2 ^ k.val) % 16, Nat.mod_lt _ (by norm_num)⟩

lemma mul_toggle {A B : Op} {k : Fin 4}
    (h : B = fun a b => if a = toggle k b then B a b else 0) :
    A * B = fun a b => A a (toggle k b) * B (toggle k b) b := by
  ext a b
  rw [Matrix.mul_apply]
  refine Finset.sum_eq_single (toggle k b) (fun x _ hx => ?_) (by simp)
  have h' : B x b = if x = toggle k b then B x b else 0 := congrFun (congrFun h x) b
  rw [if_neg hx] at h'
  rw [h', mul_zero]

/-- The operators `c k` obey the canonical anticommutation relations. -/
theorem anticommutation (j k : Fin 4) : c j * c k + c k * c j = 0 ∧
    c j * (c k)ᵀ + (c k)ᵀ * c j = if j = k then 1 else 0 := by
  constructor <;> (apply eq_of_same; revert j k; decide +kernel)

end

end HubbardDimerFock
```

Lean reports:

```
Main.lean:46:49: error: (kernel) excessive memory consumption detected
```

What went wrong. The message says that the kernel used too much memory; it does not say that the relations are false. It points to the `decide +kernel` that serves both identities, without telling which one was being checked. Each identity covers 16 pairs of orbitals and 256 entries per pair, and every entry contains two matrix products, each a sum over 16 intermediate states.

The repair removes these sums before the computation. A ladder operator takes a basis state to at most one other, the one with that orbital's occupation reversed. The new facts `hc` and `hd` state this for `c k` and its transpose, and are themselves checked by `decide +kernel`, but without any matrix products. With them, `mul_toggle` rewrites each product so that an entry is a single term instead of a sum of 16, and the kernel can finish the remaining check. The two identities are now treated separately because their products need different rewrites. The `clear hc hd` lines are mere tidying, as the goals left to decide do not mention those facts.

Fix (accepted with no message):

```diff
@@ -44,5 +44,16 @@
 theorem anticommutation (j k : Fin 4) : c j * c k + c k * c j = 0 ∧
     c j * (c k)ᵀ + (c k)ᵀ * c j = if j = k then 1 else 0 := by
-  constructor <;> (apply eq_of_same; revert j k; decide +kernel)
+  have hc : ∀ k, c k = fun a b => if a = toggle k b then c k a b else 0 := by
+    intro k; apply eq_of_same; revert k; decide +kernel
+  have hd : ∀ k, (c k)ᵀ = fun a b => if a = toggle k b then (c k)ᵀ a b else 0 := by
+    intro k; apply eq_of_same; revert k; decide +kernel
+  -- a ladder operator reaches a single state, so the matrix products have one term
+  constructor
+  · rw [mul_toggle (A := c j) (hc k), mul_toggle (A := c k) (hc j)]
+    clear hc hd
+    apply eq_of_same; revert j k; decide +kernel
+  · rw [mul_toggle (A := c j) (hd k), mul_toggle (A := (c k)ᵀ) (hc j)]
+    clear hc hd
+    apply eq_of_same; revert j k; decide +kernel
 
 end
```
